# An adsorbate level $e$ coupled by $V$ to a semi-elliptic band on $[-1,1]$ has a bound state below the band exactly when $e < 2V^2 - 1$

## Does a discrete level have to be added below the band?

When I integrate the adsorbate density of states over the band in a Newns–Anderson calculation, the integral leaves out any discrete level below the band, so I need to know whether there is one to add. If I miss an occupied one, the occupation and the energy sum both come out wrong.

For a semi-elliptic band on $[-1,1]$ and a real coupling $V$, the level shift at $E<-1$ is $S(E)=2V^2\left(E+\sqrt{E^2-1}\right)$. My claim is that $E-e-S(E)=0$ has a solution $E<-1$ if and only if $e<2V^2-1$, and that this solution is then unique. I would like a rigorous proof that a machine has checked, and I would like it to start from the Schrödinger equation, so that the secular equation is derived too. Can this be done in Lean?

## Yes: eliminate a semi-infinite chain, then follow one monotone function

Represent the band by a chain with site energy $0$, hopping $1/2$ and amplitudes $c_0,c_1,\dots$. Its end site has the semi-elliptic local density of states $\frac{2}{\pi}\sqrt{1-\varepsilon^2}$ at band energies $\varepsilon$. The adsorbate, with amplitude $a$, couples to that site:

$$ea+Vc_0=Ea,\qquad Va+\tfrac12c_1=Ec_0,\qquad \tfrac12(c_n+c_{n+2})=Ec_{n+1}.$$

**The decay ratio.** For $E<-1$ put $t=E+\sqrt{E^2-1}$. Since $(t-E)^2=E^2-1$, we have $t^2+1=2Et$. From $\sqrt{E^2-1}<-E$ follows $t<0$. From $(-1-E)^2=E^2+2E+1<E^2-1$ follows $\sqrt{E^2-1}>-1-E$, so $t>-1$.

**The chain amplitudes.** Let $d_n=c_{n+1}-tc_n$. The bulk equation gives

$$t\,d_{n+1}=t(2Ec_{n+1}-c_n)-t^2c_{n+1}=(2Et-t^2)c_{n+1}-tc_n=d_n,$$

hence $d_0=t^nd_n$ and $|d_0|\le|d_n|$. Square-summability forces $d_n\to0$, so $d_0=0$. As $t\neq0$, every $d_n$ vanishes and $c_{n+1}=tc_n$. Multiplying the end-site equation by $2t$ gives $2tVa=(2Et-t^2)c_0=c_0$, and therefore $c_n=2Va\,t^{n+1}$.

**The secular equation.** Inserting $c_0$ in the adsorbate equation gives $a\,(E-e-2V^2t)=0$. If $a$ were zero, all amplitudes would vanish, so $E-e-S(E)=0$. Conversely, at a root, $a=1$ and $c_n=2Vt^{n+1}$ solve all the equations, and the squares sum because $t^2<1$. Normalising this state gives the adsorbate weight $a^2=\left[1+4V^2t^2/(1-t^2)\right]^{-1}$.

**The threshold.** At a root, $e=E-2V^2t<-1+2V^2$, because $E<-1$ and $-t<1$. Now assume $e<2V^2-1$ and write $f(E)=E-e-2V^2t(E)$. At $L=e-2V^2<-1$ we find $f(L)=-2V^2(1+t(L))\le0$, while $f(-1)=2V^2-1-e>0$. By continuity there is a root in $[L,-1]$, and it is not $-1$.

**Uniqueness.** Below the band $dt/dE=1+E/\sqrt{E^2-1}<0$, so $f$ strictly increases and has at most one zero.

**A level at the band centre.** For $e=0$ and $2V^2>1$ the secular equation reads $E=2V^2t$. With $t^2+1=2Et=4V^2t^2$ this gives $t=-1/\sqrt{4V^2-1}$ and

$$E=-\frac{2V^2}{\sqrt{4V^2-1}}.$$

It lies below $-1$ because $4V^4-(4V^2-1)=(2V^2-1)^2>0$.

Here is the complete file:

```lean
import Mathlib

open Filter Topology

noncomputable section

namespace NewnsAnderson

/-- The amplitude ratio `E + √(E² - 1)`: for `E < -1` it is the ratio of successive amplitudes in
the decaying solution of the chain, and at `E = -1` it takes the limiting value `-1`. -/
def decay (E : ℝ) : ℝ := E + √(E ^ 2 - 1)

/-- The level shift `S(E)` of an adsorbate coupled by `V` to a semi-elliptic band on `[-1,1]`,
for energies `E ≤ -1`. -/
def levelShift (V E : ℝ) : ℝ := 2 * V ^ 2 * (E + √(E ^ 2 - 1))

/-- A bound state of energy `E`: an adsorbate level `e` with amplitude `a` is coupled by `V` to
the end of a semi-infinite chain with site energy `0`, hopping `1/2` and amplitudes `c n`.
The amplitudes solve the stationary Schrödinger equation, are square-summable and do not
all vanish. -/
structure IsBoundState (e V E a : ℝ) (c : ℕ → ℝ) : Prop where
  adsorbate : e * a + V * c 0 = E * a
  surface : V * a + c 1 / 2 = E * c 0
  bulk : ∀ n, (c n + c (n + 2)) / 2 = E * c (n + 1)
  normalizable : Summable fun n => c n ^ 2
  nonzero : a ≠ 0 ∨ ∃ n, c n ≠ 0

/-- Below the band the amplitude ratio lies strictly between `-1` and `0` and solves the
characteristic equation of the chain. -/
theorem decay_spec {E : ℝ} (hE : E < -1) :
    -1 < decay E ∧ decay E < 0 ∧ decay E ^ 2 + 1 = 2 * E * decay E := by
  have hs : √(E ^ 2 - 1) ^ 2 = E ^ 2 - 1 := Real.sq_sqrt (by nlinarith)
  have h0 := Real.sqrt_nonneg (E ^ 2 - 1)
  have h1 : -1 - E < √(E ^ 2 - 1) := lt_of_pow_lt_pow_left₀ 2 h0 (by nlinarith)
  have h2 : √(E ^ 2 - 1) < -E := (Real.sqrt_lt' (by linarith)).mpr (by nlinarith)
  unfold decay
  refine ⟨by linarith, by linarith, ?_⟩
  linear_combination hs

/-- Up to the lower band edge, the amplitude ratio strictly decreases with energy. -/
theorem decay_strictAnti {E E' : ℝ} (h : E < E') (h' : E' ≤ -1) : decay E' < decay E := by
  have hs : √(E ^ 2 - 1) ^ 2 = E ^ 2 - 1 := Real.sq_sqrt (by nlinarith)
  have hs' : √(E' ^ 2 - 1) ^ 2 = E' ^ 2 - 1 := Real.sq_sqrt (by nlinarith)
  have h0 := Real.sqrt_nonneg (E ^ 2 - 1)
  have h0' := Real.sqrt_nonneg (E' ^ 2 - 1)
  have h1 : √(E ^ 2 - 1) < -E := (Real.sqrt_lt' (by linarith)).mpr (by nlinarith)
  have h1' : √(E' ^ 2 - 1) ≤ -E' := Real.sqrt_le_iff.mpr ⟨by linarith, by nlinarith⟩
  unfold decay
  by_contra hcon
  have hle := le_of_not_gt hcon
  -- compare the two factorisations of the difference of squares
  have p1 : 0 ≤ (E' - E - (√(E ^ 2 - 1) - √(E' ^ 2 - 1))) *
      (√(E ^ 2 - 1) + √(E' ^ 2 - 1)) := mul_nonneg (by linarith) (by linarith)
  have p2 : 0 < (E' - E) * (-E - E' - √(E ^ 2 - 1) - √(E' ^ 2 - 1)) :=
    mul_pos (by linarith) (by linarith)
  nlinarith [p1, p2]

/-- The secular equation `E - e - S(E) = 0` has a solution below the band exactly when
`e < 2V² - 1`, and there is at most one such solution. -/
theorem secular_iff (e V : ℝ) :
    ((∃ E, E < -1 ∧ E - e - levelShift V E = 0) ↔ e < 2 * V ^ 2 - 1) ∧
    ∀ E E', (E < -1 ∧ E - e - levelShift V E = 0) →
      (E' < -1 ∧ E' - e - levelShift V E' = 0) → E = E' := by
  refine ⟨⟨?_, ?_⟩, ?_⟩
  · rintro ⟨E, hE, h⟩
    have h' : E - e - 2 * V ^ 2 * decay E = 0 := h
    nlinarith [mul_nonneg (sq_nonneg V) (by linarith [(decay_spec hE).1] : 0 ≤ decay E + 1)]
  · intro he
    have hL : e - 2 * V ^ 2 < -1 := by linarith
    have hcont : Continuous fun E => E - e - levelShift V E := by
      unfold levelShift
      fun_prop
    have hlow : (e - 2 * V ^ 2) - e - levelShift V (e - 2 * V ^ 2) ≤ 0 := by
      change (e - 2 * V ^ 2) - e - 2 * V ^ 2 * decay (e - 2 * V ^ 2) ≤ 0
      nlinarith [mul_nonneg (sq_nonneg V)
        (by linarith [(decay_spec hL).1] : 0 ≤ decay (e - 2 * V ^ 2) + 1)]
    have hedge : levelShift V (-1) = -(2 * V ^ 2) := by
      norm_num [levelShift]
    have hhigh : 0 < (-1 : ℝ) - e - levelShift V (-1) := by
      rw [hedge]
      linarith
    -- the secular function is at most zero at `e - 2V²` and positive at the band edge
    obtain ⟨E, hmem, hz⟩ := intermediate_value_Icc hL.le hcont.continuousOn ⟨hlow, hhigh.le⟩
    refine ⟨E, lt_of_le_of_ne hmem.2 ?_, hz⟩
    intro hEq
    have hz' : E - e - levelShift V E = 0 := hz
    rw [hEq] at hz'
    linarith
  · have mono : ∀ E E', E < E' → E' < -1 →
        E - e - levelShift V E < E' - e - levelShift V E' := by
      intro E E' h h'
      change E - e - 2 * V ^ 2 * decay E < E' - e - 2 * V ^ 2 * decay E'
      nlinarith [mul_nonneg (sq_nonneg V)
        (by linarith [decay_strictAnti h h'.le] : 0 ≤ decay E - decay E')]
    rintro E E' ⟨hE, h⟩ ⟨hE', h'⟩
    rcases lt_trichotomy E E' with hlt | heq | hgt
    · linarith [mono E E' hlt hE']
    · exact heq
    · linarith [mono E' E hgt hE]

/-- In a bound state below the band, the chain amplitudes form a geometric sequence fixed by
the adsorbate amplitude. -/
theorem boundState_profile {e V E a : ℝ} {c : ℕ → ℝ} (hE : E < -1)
    (h : IsBoundState e V E a c) (n : ℕ) : c n = 2 * V * a * decay E ^ (n + 1) := by
  obtain ⟨h1, h2, h3⟩ := decay_spec hE
  generalize decay E = t at h1 h2 h3 ⊢
  have ht : t ^ 2 ≤ 1 := by nlinarith
  have hd : ∀ n, t * (c (n + 2) - t * c (n + 1)) = c (n + 1) - t * c n := fun n => by
    linear_combination 2 * t * h.bulk n - c (n + 1) * h3
  have hpow : ∀ n, c 1 - t * c 0 = t ^ n * (c (n + 1) - t * c n) := by
    intro n
    induction n with
    | zero => simp
    | succ n ih =>
      change _ = t ^ (n + 1) * (c (n + 2) - t * c (n + 1))
      linear_combination ih - t ^ n * hd n
  -- square-summability excludes the growing solution
  have hb : ∀ n, (c 1 - t * c 0) ^ 2 ≤ 2 * c (n + 1) ^ 2 + 2 * c n ^ 2 := by
    intro n
    have hp : (t ^ n) ^ 2 ≤ 1 := by
      rw [← pow_mul, mul_comm, pow_mul]
      exact pow_le_one₀ (sq_nonneg t) ht
    rw [hpow n, mul_pow]
    have q1 := mul_le_mul_of_nonneg_right hp (sq_nonneg (c (n + 1) - t * c n))
    have q2 := mul_le_mul_of_nonneg_right ht (sq_nonneg (c n))
    nlinarith [sq_nonneg (c (n + 1) + t * c n)]
  have hl := h.normalizable.tendsto_atTop_zero
  have hl' : Tendsto (fun n => c (n + 1) ^ 2) atTop (𝓝 0) :=
    hl.comp (tendsto_add_atTop_nat 1)
  have hle := ge_of_tendsto' ((hl'.const_mul 2).add (hl.const_mul 2)) hb
  have h0 : c 1 - t * c 0 = 0 := by nlinarith [sq_nonneg (c 1 - t * c 0)]
  have hstep : ∀ n, c (n + 1) = t * c n := by
    intro n
    have hn := hpow n
    rw [h0] at hn
    rcases mul_eq_zero.mp hn.symm with hz | hz
    · exact absurd hz (pow_ne_zero n h2.ne)
    · linarith
  induction n with
  | zero => linear_combination -2 * t * h.surface + c 0 * h3 + t * h0
  | succ n ih =>
    rw [hstep, ih]
    ring

/-- At an energy below the band, a bound state exists exactly when the secular equation holds. -/
theorem exists_boundState_iff {e V E : ℝ} (hE : E < -1) :
    (∃ a c, IsBoundState e V E a c) ↔ E - e - levelShift V E = 0 := by
  constructor
  · rintro ⟨a, c, h⟩
    have ha : a ≠ 0 := by
      intro ha
      rcases h.nonzero with h' | ⟨n, hn⟩
      · exact h' ha
      · exact hn (by rw [boundState_profile hE h n, ha]; ring)
    have p0 := boundState_profile hE h 0
    apply mul_left_cancel₀ ha
    change a * (E - e - 2 * V ^ 2 * decay E) = a * 0
    linear_combination -h.adsorbate + V * p0
  · intro h
    have h' : E - e - 2 * V ^ 2 * decay E = 0 := h
    obtain ⟨h1, h2, h3⟩ := decay_spec hE
    generalize decay E = t at h' h1 h2 h3
    refine ⟨1, fun n => 2 * V * t ^ (n + 1), ?_, ?_, ?_, ?_, Or.inl one_ne_zero⟩
    · linear_combination -h'
    · linear_combination V * h3
    · intro n
      linear_combination V * t ^ (n + 1) * h3
    · have hg := (summable_geometric_of_lt_one (sq_nonneg t)
        (by nlinarith : t ^ 2 < 1)).mul_left (4 * V ^ 2 * t ^ 2)
      refine hg.congr fun n => ?_
      ring

/-- The coupled adsorbate and chain have a bound state below the band exactly when
`e < 2V² - 1`, and all such bound states have the same energy. -/
theorem boundState_below_band_iff (e V : ℝ) :
    ((∃ E, E < -1 ∧ ∃ a c, IsBoundState e V E a c) ↔ e < 2 * V ^ 2 - 1) ∧
    ∀ E E', (E < -1 ∧ ∃ a c, IsBoundState e V E a c) →
      (E' < -1 ∧ ∃ a c, IsBoundState e V E' a c) → E = E' := by
  have key : ∀ E, (E < -1 ∧ ∃ a c, IsBoundState e V E a c) ↔
      (E < -1 ∧ E - e - levelShift V E = 0) :=
    fun E => and_congr_right fun hE => exists_boundState_iff hE
  simp only [key]
  exact secular_iff e V

/-- For an adsorbate level at the band centre and `2V² > 1`, the energy `-2V²/√(4V² - 1)` lies
below the band and solves the secular equation. -/
theorem centre_level_energy {V : ℝ} (hV : 1 < 2 * V ^ 2) :
    -(2 * V ^ 2) / √(4 * V ^ 2 - 1) < -1 ∧
    -(2 * V ^ 2) / √(4 * V ^ 2 - 1) - 0
      - levelShift V (-(2 * V ^ 2) / √(4 * V ^ 2 - 1)) = 0 := by
  have hr : 0 < √(4 * V ^ 2 - 1) := Real.sqrt_pos.mpr (by linarith)
  have hr2 : √(4 * V ^ 2 - 1) ^ 2 = 4 * V ^ 2 - 1 := Real.sq_sqrt (by linarith)
  have hlt : √(4 * V ^ 2 - 1) < 2 * V ^ 2 :=
    (Real.sqrt_lt' (by linarith)).mpr
      (by nlinarith [mul_pos (sub_pos.mpr hV) (sub_pos.mpr hV)])
  generalize √(4 * V ^ 2 - 1) = r at hr hr2 hlt ⊢
  have hne : r ^ 2 ≠ 0 := pow_ne_zero 2 hr.ne'
  -- the square root in the level shift is rational in `r`
  have hsq : (-(2 * V ^ 2) / r) ^ 2 - 1 = ((2 * V ^ 2 - 1) / r) ^ 2 := by
    rw [div_pow, div_pow, eq_div_iff hne, sub_mul, div_mul_cancel₀ _ hne]
    linear_combination -hr2
  constructor
  · rw [div_lt_iff₀ hr]
    linarith
  · unfold levelShift
    rw [hsq, Real.sqrt_sq (div_nonneg (by linarith) hr.le)]
    ring

end NewnsAnderson
```

```lean
#print axioms NewnsAnderson.boundState_below_band_iff
#print axioms NewnsAnderson.centre_level_energy
```

```
'NewnsAnderson.boundState_below_band_iff' depends on axioms: [propext, Classical.choice, Quot.sound]
'NewnsAnderson.centre_level_energy' depends on axioms: [propext, Classical.choice, Quot.sound]
```

### What `IsBoundState` and the theorems say

`IsBoundState e V E a c` says that the adsorbate amplitude `a` and the chain amplitudes `c : ℕ → ℝ` form a bound state of energy `E`. Its fields `adsorbate`, `surface` and `bulk` are the three site equations. `normalizable` is square-summability, and `nonzero` excludes the zero vector. The amplitudes are real, which loses no energies, since the real and imaginary parts of a complex solution solve the same equations. They need not have norm one.

`decay E` is $t$ and `levelShift V E` is $S(E)$. Energies are measured from the band centre in units of half the band width.

`secular_iff` is your claim, for all real `e` and `V`. At `V = 0` it reduces to the bare level lying below the band. `boundState_below_band_iff` states the same threshold and the same uniqueness of the energy for bound states of the coupled system. `centre_level_energy` confirms the explicit root for $e=0$.

The model is non-interacting, with one fixed adsorbate level; in a mean-field treatment of the electron repulsion, `e` would be the effective level of one spin. The theorems concern energies strictly below the band, and say nothing about states above it or at its edge. The semi-elliptic density itself is not formalised: the chain stands in for it.

### Why square-summability matters

Take $V=\tfrac12$ and $e=-\tfrac14$. The threshold is $2V^2-1=-\tfrac12$, so there is no bound state below the band. Yet $E=-\tfrac54$, $a=1$ and $c_n=(-2)^{n+1}$ satisfy all three site equations:

- adsorbate: $-\tfrac14+\tfrac12(-2)=-\tfrac54$;
- end site: $\tfrac12+\tfrac12\cdot4=\tfrac52=-\tfrac54\cdot(-2)$;
- bulk: $\tfrac12(1+4)c_n=\tfrac52c_n=-\tfrac54\cdot(-2)c_n$.

Without the field `normalizable`, this growing solution would count as a bound state and the equivalence would be false.

### From the decay ratio to the threshold in Lean

`decay_spec` proves $-1<t<0$ and the characteristic equation by comparing squares, as above.

`decay_strictAnti` shows that $t$ decreases, without derivatives. For $E<E'\le-1$, let $s$ and $s'$ be the two square roots. Then $(s-s')(s+s')=(E'-E)(-E-E')$. If $t$ did not decrease, we would have $s-s'\le E'-E$. Since $s+s'<-E-E'$, the left side would be smaller than the right, a contradiction.

`secular_iff` has three parts. Necessity uses $t>-1$. Sufficiency applies `intermediate_value_Icc` on $[e-2V^2,-1]$ and then rules out the endpoint $-1$. Uniqueness is the local statement `mono`, that $f$ strictly increases, applied to the possible orderings of two roots.

`boundState_profile` derives $c_n=2Va\,t^{n+1}$. In it, `hd` is the recursion $t\,d_{n+1}=d_n$, `hpow` is $d_0=t^nd_n$, and `hstep` is $c_{n+1}=tc_n$. `linear_combination` verifies the algebra by naming the multiples of the site equations and of $t^2+1=2Et$ that have to be added.

`exists_boundState_iff` inserts the profile in the adsorbate equation for one direction and builds the state with $a=1$ for the other. `boundState_below_band_iff` then replaces bound states by roots and applies `secular_iff`. In `centre_level_energy` the key identity is $E^2-1=\left((2V^2-1)/r\right)^2$ with $r=\sqrt{4V^2-1}$, which removes the inner square root.

### How `ge_of_tendsto'` removes the growing solution

The step from the site equations to a decaying state turns on this Mathlib lemma: if a fixed number is at most every term of a convergent sequence, it is at most the limit. The fixed number here is $d_0^2$, and `hb` supplies the bound

$$d_0^2=t^{2n}d_n^2\le d_n^2\le 2c_{n+1}^2+2c_n^2 .$$

Summability makes $c_n^2$ tend to zero, and composing with the shift $n\mapsto n+1$ gives the same for $c_{n+1}^2$. The lemma then yields $d_0^2\le0$. The general solution of the recursion is never written down, and no growth rate has to be estimated: it is enough that the left side does not depend on $n$.
